# Steepest descent on diag(1, k), k > 1, from (k, 1): a zigzag with constant exact step 2/(k+1)

How slowly steepest descent can relax a structure depends, in a harmonic model with exact line search, on the ratio $\kappa = L/m$ of the stiffest to the softest curvature, both taken positive. The actual number of steps also depends on the start. For $\kappa > 1$ there is a start from which every step multiplies the energy gap to the minimum by exactly $((\kappa-1)/(\kappa+1))^2$. For $\kappa = 100$, reducing the gap by a factor of $10^6$ from that start takes 346 steps.

## The zigzag derived by hand

Let $A$ be a real symmetric matrix, $b$ a vector, and
$$E(x) = \tfrac12\, x\cdot Ax - b\cdot x, \qquad g(x) = Ax - b .$$
Steepest descent sets $x_{j+1} = x_j - \alpha_j g(x_j)$, and the step $\alpha_j$ is exact if it minimises $E(x_j - t\,g(x_j))$ over all real $t$.

Let $u, v$ be unit eigenvectors with $Au = mu$, $Av = Lv$ and $0 < m < L$. Let $Ax^* = b$ and $\rho = (L-m)/(L+m)$. The claim is that the start $x_0 = x^* + Lu + mv$ forces
$$\alpha_j = \frac{2}{L+m}, \qquad x_j = x^* + \rho^j\bigl(Lu + (-1)^j m v\bigr) \quad\text{for all } j \ge 0 .$$

**The exact step.** For any direction $d$, the symmetry of $A$ gives
$$E(x - td) = E(x) - t\, d\cdot g(x) + \tfrac12 t^2\, d\cdot Ad .$$
Put $d = g = g(x)$, $p = g\cdot g$ and $q = g\cdot Ag$. If $q > 0$, completing the square gives
$$E(x - tg) = E(x) - \frac{p^2}{2q} + \frac q2\Bigl(t - \frac pq\Bigr)^2 ,$$
so the unique exact step is $\alpha = p/q$. The next gradient is $g - \alpha Ag$, and its product with $g$ is $p - \alpha q = 0$. Unless the next gradient vanishes, the path therefore turns through a right angle.

**The gradient on the zigzag.** Symmetry gives $L\,u\cdot v = u\cdot Av = v\cdot Au = m\,u\cdot v$, hence $u\cdot v = 0$. At the $j$-th claimed point,
$$g = A(x_j - x^*) = w\bigl(u + (-1)^j v\bigr), \qquad w = \rho^j mL > 0 .$$
The two modes carry equal weight. Therefore $g\cdot g = 2w^2$ and $g\cdot Ag = (L+m)w^2$, and the exact step is $2/(L+m)$.

**The next point.** This step multiplies the $u$ component of $x_j - x^*$ by $1 - 2m/(L+m) = \rho$ and the $v$ component by $1 - 2L/(L+m) = -\rho$. The result is the claimed point $j+1$, and induction finishes the argument.

**The energy gap.** Since $g(x^*) = 0$, expanding around $x^*$ leaves only the quadratic term:
$$E(x_j) - E(x^*) = \tfrac12\rho^{2j}(L^2m + m^2L) = \tfrac12\rho^{2j}\,mL(L+m) .$$
It is positive and falls by the factor $\rho^2$ each time.

For $A = \mathrm{diag}(1,k)$ with $k > 1$ and $b = 0$, take $m = 1$, $L = k$, $u = (1,0)$, $v = (0,1)$ and $x^* = 0$. Then $x_0 = (k,1)$ and $x_j = \bigl(\tfrac{k-1}{k+1}\bigr)^j (k, (-1)^j)$.

## Energy, exact steps and runs in Lean

Vectors are functions `n → ℝ` on a finite index type `n`, so the dimension is finite but arbitrary. The iteration index is `j`.

```lean
import Mathlib

open Matrix

namespace SteepestDescentZigzag

noncomputable section

variable {n : Type*} [Fintype n]

/-- The quadratic energy `E(x) = x·Ax/2 - b·x`. -/
def energy (A : Matrix n n ℝ) (b x : n → ℝ) : ℝ := (x ⬝ᵥ A *ᵥ x) / 2 - b ⬝ᵥ x
```

The vector `grad` is defined by its formula; the slope found in `energy_along_line` below justifies the name.

```lean
/-- The vector `g(x) = Ax - b`, used as the gradient of `energy` for symmetric `A`. -/
def grad (A : Matrix n n ℝ) (b x : n → ℝ) : n → ℝ := A *ᵥ x - b
```

Exactness is stated as minimisation over the whole line, negative `t` included. The quotient $g\cdot g/g\cdot Ag$ has to be derived.

```lean
/-- The step length `α` minimises the energy along the line `t ↦ x - t g(x)`. -/
def IsExactStep (A : Matrix n n ℝ) (b x : n → ℝ) (α : ℝ) : Prop :=
  ∀ t : ℝ, energy A b (x - α • grad A b x) ≤ energy A b (x - t • grad A b x)
```

A run is a pair of sequences, iterates and step lengths, that satisfies both the line search and the update rule.

```lean
/-- Iterates `x j` and step lengths `α j` of steepest descent with exact line search. -/
def IsSteepestDescent (A : Matrix n n ℝ) (b : n → ℝ) (x : ℕ → n → ℝ) (α : ℕ → ℝ) : Prop :=
  ∀ j, IsExactStep A b (x j) (α j) ∧ x (j + 1) = x j - α j • grad A b (x j)
```

The next definitions supply the normalised eigenvectors, the ratio $\rho$, the claimed points (with `xs` for $x^*$) and the two-dimensional example.

```lean
/-- `u` is a normalised eigenvector of `A` with eigenvalue `m`. -/
structure IsUnitEigvec (A : Matrix n n ℝ) (m : ℝ) (u : n → ℝ) : Prop where
  eig : A *ᵥ u = m • u
  unit : u ⬝ᵥ u = 1

/-- The ratio `ρ = (L - m)/(L + m)`. -/
def rate (m L : ℝ) : ℝ := (L - m) / (L + m)

/-- The zigzag points `x* + ρ^j (L u + (-1)^j m v)`. -/
def zigzag (xs u v : n → ℝ) (m L : ℝ) (j : ℕ) : n → ℝ :=
  xs + rate m L ^ j • (L • u + ((-1 : ℝ) ^ j * m) • v)

/-- The matrix `diag(1, k)`. -/
def diagOneK (k : ℝ) : Matrix (Fin 2) (Fin 2) ℝ := !![1, 0; 0, k]
```

## The parabola and its vertex

The symmetry of $x\cdot Ay$ is what merges the two cross terms in the expansion of the energy.

```lean
variable {A : Matrix n n ℝ} {b xs u v : n → ℝ} {m L : ℝ}

/-- For symmetric `A` the bilinear form `x·Ay` is symmetric. -/
theorem form_symm (hA : A.IsSymm) (x y : n → ℝ) : x ⬝ᵥ A *ᵥ y = y ⬝ᵥ A *ᵥ x := by
  rw [Matrix.dotProduct_mulVec x A y, ← Matrix.mulVec_transpose, hA.eq]
  exact dotProduct_comm _ _

/-- For symmetric `A`, along the line `x - t d` the energy is a polynomial of degree at most two in
`t` with slope `-d·g(x)` at `t = 0` and curvature `d·Ad`. -/
theorem energy_along_line (hA : A.IsSymm) (b x d : n → ℝ) (t : ℝ) :
    energy A b (x - t • d)
      = energy A b x - t * (d ⬝ᵥ grad A b x) + t ^ 2 / 2 * (d ⬝ᵥ A *ᵥ d) := by
  have h := form_symm hA x d
  have h2 : b ⬝ᵥ d = d ⬝ᵥ b := dotProduct_comm _ _
  simp only [energy, grad, Matrix.mulVec_sub, Matrix.mulVec_smul, sub_dotProduct,
    dotProduct_sub, smul_dotProduct, dotProduct_smul, smul_eq_mul]
  linear_combination (-t / 2) * h + t * h2
```

In `exactStep_iff`, the inner statement `key` concerns a plain parabola with $p = sq$. Comparing a minimiser $a$ with the trial value $t = s$ gives $q(a-s)^2 \le 0$, hence $a = s$. The converse is the completed square.

```lean
/-- For symmetric `A`, when the curvature `g·Ag` along the gradient is positive, the exact step is unique and
equals `g·g / g·Ag`. -/
theorem exactStep_iff (hA : A.IsSymm) (b x : n → ℝ) (α : ℝ)
    (hq : 0 < grad A b x ⬝ᵥ A *ᵥ grad A b x) :
    IsExactStep A b x α ↔
      α = (grad A b x ⬝ᵥ grad A b x) / (grad A b x ⬝ᵥ A *ᵥ grad A b x) := by
  -- the vertex of an upward parabola
  have key : ∀ E p q a : ℝ, 0 < q →
      ((∀ t : ℝ, E - a * p + a ^ 2 / 2 * q ≤ E - t * p + t ^ 2 / 2 * q) ↔ a = p / q) := by
    intro E p q a hq
    have hq' := hq.ne'
    obtain ⟨s, rfl⟩ : ∃ s, p = s * q := ⟨p / q, by field_simp⟩
    have hs : s * q / q = s := by field_simp
    rw [hs]
    constructor
    · intro h
      have h1 : q * (a - s) ^ 2 ≤ 0 := by nlinarith [h s]
      have h2 : (a - s) ^ 2 ≤ 0 := by
        by_contra hc
        have := mul_pos hq (not_le.mp hc)
        linarith
      have h3 : (a - s) ^ 2 = 0 := le_antisymm h2 (sq_nonneg _)
      have h4 : a - s = 0 := (pow_eq_zero_iff two_ne_zero).mp h3
      linarith
    · intro h t
      rw [h]
      nlinarith [mul_nonneg hq.le (sq_nonneg (t - s))]
  unfold IsExactStep
  simp only [energy_along_line hA]
  exact key _ _ _ _ hq
```

The right-angled turn follows from $\alpha q = p$. It describes the geometry of the path and is not used in the later proofs.

```lean
/-- For symmetric `A`, after an exact step with positive curvature `g·Ag` the new gradient is orthogonal to the old one. -/
theorem grad_orthogonal_after_exactStep (hA : A.IsSymm) (b x : n → ℝ) (α : ℝ)
    (hq : 0 < grad A b x ⬝ᵥ A *ᵥ grad A b x) (h : IsExactStep A b x α) :
    grad A b (x - α • grad A b x) ⬝ᵥ grad A b x = 0 := by
  have hα := (eq_div_iff hq.ne').mp ((exactStep_iff hA b x α hq).mp h)
  have hg : ∀ d : n → ℝ, grad A b (x - α • d) = grad A b x - α • (A *ᵥ d) := by
    intro d
    simp only [grad, Matrix.mulVec_sub, Matrix.mulVec_smul]
    abel
  rw [hg, sub_dotProduct, smul_dotProduct, dotProduct_comm (A *ᵥ grad A b x), smul_eq_mul,
    hα, sub_self]
```

## Equal weights force the constant step

Orthogonality of $u$ and $v$ comes from $(m-L)\,u\cdot v = 0$.

```lean
/-- If `A` is symmetric, `Au = m u`, `Av = L v` and `m ≠ L`, then `u·v = 0`. -/
theorem eigvec_orthogonal (hA : A.IsSymm) (hu : A *ᵥ u = m • u) (hv : A *ᵥ v = L • v)
    (hmL : m ≠ L) : u ⬝ᵥ v = 0 := by
  have h := form_symm hA u v
  rw [hv, hu] at h
  simp only [dotProduct_smul, smul_eq_mul, dotProduct_comm v u] at h
  have h1 : (m - L) * (u ⬝ᵥ v) = 0 := by linear_combination (-1) * h
  exact (mul_eq_zero.mp h1).resolve_left (sub_ne_zero.mpr hmL)

/-- If `Ax* = b`, `Au = m u` and `Av = L v`, the gradient at the `j`-th zigzag point is `ρ^j m L (u + (-1)^j v)`. -/
theorem grad_zigzag (hs : A *ᵥ xs = b) (hu : A *ᵥ u = m • u) (hv : A *ᵥ v = L • v) (j : ℕ) :
    grad A b (zigzag xs u v m L j)
      = (rate m L ^ j * m * L) • (u + (-1 : ℝ) ^ j • v) := by
  simp only [grad, zigzag, Matrix.mulVec_add, Matrix.mulVec_smul, hs, hu, hv]
  ext i
  simp only [Pi.add_apply, Pi.sub_apply, Pi.smul_apply, smul_eq_mul]
  ring
```

In the next proof, `key` computes $g\cdot g$ and $g\cdot Ag$ for a gradient $w(u+sv)$ with $s^2 = 1$, which treats both signs of $(-1)^j$ at once. The positive curvature then allows `exactStep_iff` to be applied.

```lean
/-- For symmetric `A`, `Ax* = b` and unit eigenvectors `u, v` for eigenvalues `0 < m < L`, at every zigzag point the exact step is unique and equals `2/(L + m)`. -/
theorem exactStep_zigzag_iff (hA : A.IsSymm) (hs : A *ᵥ xs = b) (hu : IsUnitEigvec A m u)
    (hv : IsUnitEigvec A L v) (hm : 0 < m) (hmL : m < L) (j : ℕ) (α : ℝ) :
    IsExactStep A b (zigzag xs u v m L j) α ↔ α = 2 / (L + m) := by
  have hL : 0 < L := hm.trans hmL
  have hLm : 0 < L + m := add_pos hL hm
  have hr : 0 < rate m L := div_pos (sub_pos.mpr hmL) hLm
  have hw : 0 < rate m L ^ j * m * L := mul_pos (mul_pos (pow_pos hr j) hm) hL
  have huv : u ⬝ᵥ v = 0 := eigvec_orthogonal hA hu.eig hv.eig hmL.ne
  have hvu : v ⬝ᵥ u = 0 := by rw [dotProduct_comm]; exact huv
  have hs2 : (-1 : ℝ) ^ j * (-1 : ℝ) ^ j = 1 := by rw [← mul_pow]; norm_num
  -- norm and curvature of a gradient with equal weight on both modes
  have key : ∀ w s : ℝ, s * s = 1 →
      (w • (u + s • v)) ⬝ᵥ (w • (u + s • v)) = 2 * w ^ 2 ∧
      (w • (u + s • v)) ⬝ᵥ A *ᵥ (w • (u + s • v)) = w ^ 2 * (L + m) := by
    intro w s h
    simp only [Matrix.mulVec_smul, Matrix.mulVec_add, hu.eig, hv.eig, smul_dotProduct,
      dotProduct_smul, add_dotProduct, dotProduct_add, hu.unit, hv.unit, huv, hvu, smul_eq_mul]
    constructor
    · linear_combination w ^ 2 * h
    · linear_combination w ^ 2 * L * h
  have e : ∀ w : ℝ, 0 < w → 2 * w ^ 2 / (w ^ 2 * (L + m)) = 2 / (L + m) := by
    intro w hw
    have h1 := hw.ne'
    have h2 := hLm.ne'
    field_simp
  obtain ⟨h1, h2⟩ := key (rate m L ^ j * m * L) _ hs2
  rw [← grad_zigzag hs hu.eig hv.eig j] at h1 h2
  have hq : 0 < grad A b (zigzag xs u v m L j) ⬝ᵥ A *ᵥ grad A b (zigzag xs u v m L j) := by
    rw [h2]
    exact mul_pos (pow_pos hw 2) hLm
  rw [exactStep_iff hA b _ α hq, h1, h2, e _ hw]
```

The facts `h1` and `h2` below are the two multipliers $\rho$ and $-\rho$ in rearranged form.

```lean
/-- If `Ax* = b`, `Au = m u`, `Av = L v` and `L + m ≠ 0`, a gradient step with coefficient `2/(L + m)` carries the `j`-th zigzag point to the next one. -/
theorem zigzag_succ (hs : A *ᵥ xs = b) (hu : A *ᵥ u = m • u) (hv : A *ᵥ v = L • v)
    (hne : L + m ≠ 0) (j : ℕ) :
    zigzag xs u v m L (j + 1)
      = zigzag xs u v m L j - (2 / (L + m)) • grad A b (zigzag xs u v m L j) := by
  -- the mode `u` is multiplied by `ρ`, the mode `v` by `-ρ`
  have h1 : rate m L = 1 - 2 / (L + m) * m := by
    unfold rate
    field_simp
    ring
  have h2 : rate m L = 2 / (L + m) * L - 1 := by
    unfold rate
    field_simp
    ring
  rw [grad_zigzag hs hu hv j]
  ext i
  simp only [zigzag, Pi.add_apply, Pi.sub_apply, Pi.smul_apply, smul_eq_mul, pow_succ]
  linear_combination (rate m L ^ j * L * u i) * h1 - (rate m L ^ j * (-1) ^ j * m * v i) * h2
```

## All runs from the special start

The theorem is an equivalence. Read from left to right, every exact-line-search run from this start is the zigzag, by induction on `j`; read from right to left, the zigzag is such a run, so one exists.

```lean
/-- For symmetric `A`, started at `x* + L u + m v` with unit eigenvectors `u, v` for eigenvalues `0 < m < L` and
`Ax* = b`, the exact-line-search runs are exactly those with every step `2/(L + m)` and
iterates equal to the zigzag points. -/
theorem steepestDescent_iff_zigzag (hA : A.IsSymm) (hs : A *ᵥ xs = b)
    (hu : IsUnitEigvec A m u) (hv : IsUnitEigvec A L v) (hm : 0 < m) (hmL : m < L)
    (x : ℕ → n → ℝ) (α : ℕ → ℝ) (h0 : x 0 = xs + (L • u + m • v)) :
    IsSteepestDescent A b x α ↔ ∀ j, α j = 2 / (L + m) ∧ x j = zigzag xs u v m L j := by
  have hne : L + m ≠ 0 := (add_pos (hm.trans hmL) hm).ne'
  constructor
  · intro h
    -- the forced step keeps the iterate on the zigzag
    have hx : ∀ j, x j = zigzag xs u v m L j := by
      intro j
      induction j with
      | zero =>
        rw [h0]
        simp only [zigzag, pow_zero, one_smul, one_mul]
      | succ j ih =>
        obtain ⟨h1, h2⟩ := h j
        rw [ih] at h1 h2
        have hα := (exactStep_zigzag_iff hA hs hu hv hm hmL j (α j)).mp h1
        rw [h2, hα, zigzag_succ hs hu.eig hv.eig hne j]
    intro j
    have h1 := (h j).1
    rw [hx j] at h1
    exact ⟨(exactStep_zigzag_iff hA hs hu hv hm hmL j (α j)).mp h1, hx j⟩
  · intro h j
    rw [(h j).2, (h (j + 1)).2, (h j).1]
    exact ⟨(exactStep_zigzag_iff hA hs hu hv hm hmL j _).mpr rfl,
      zigzag_succ hs hu.eig hv.eig hne j⟩
```

The matrix need not be positive definite: only $m$ and $L$ are required to be positive, and they need not be the extreme eigenvalues. In general, then, $x^*$ is a stationary point and not necessarily a minimum.

For the energy gap, the proof writes the zigzag point as $x^* - td$ with $t = -\rho^i$ and applies the parabola formula at $x^*$, where the slope vanishes.

```lean
/-- For symmetric `A`, `Ax* = b` and unit eigenvectors `u, v` for eigenvalues `0 < m < L`, along an exact-line-search run started at `x* + L u + m v` the energy gap `E(x_j) - E(x*)`
is positive and is multiplied by exactly `ρ²` in each step. -/
theorem energy_gap_ratio (hA : A.IsSymm) (hs : A *ᵥ xs = b)
    (hu : IsUnitEigvec A m u) (hv : IsUnitEigvec A L v) (hm : 0 < m) (hmL : m < L)
    (x : ℕ → n → ℝ) (α : ℕ → ℝ) (h0 : x 0 = xs + (L • u + m • v))
    (hx : IsSteepestDescent A b x α) (j : ℕ) :
    0 < energy A b (x j) - energy A b xs ∧
      energy A b (x (j + 1)) - energy A b xs
        = rate m L ^ 2 * (energy A b (x j) - energy A b xs) := by
  have hL : 0 < L := hm.trans hmL
  have hr : 0 < rate m L := div_pos (sub_pos.mpr hmL) (add_pos hL hm)
  have huv : u ⬝ᵥ v = 0 := eigvec_orthogonal hA hu.eig hv.eig hmL.ne
  have hvu : v ⬝ᵥ u = 0 := by rw [dotProduct_comm]; exact huv
  have hz := (steepestDescent_iff_zigzag hA hs hu hv hm hmL x α h0).mp hx
  have hg0 : grad A b xs = 0 := by simp [grad, hs]
  have hq : ∀ s : ℝ, s * s = 1 →
      (L • u + (s * m) • v) ⬝ᵥ A *ᵥ (L • u + (s * m) • v) = m * L * (L + m) := by
    intro s h
    simp only [Matrix.mulVec_smul, Matrix.mulVec_add, hu.eig, hv.eig, smul_dotProduct,
      dotProduct_smul, add_dotProduct, dotProduct_add, hu.unit, hv.unit, huv, hvu, smul_eq_mul]
    linear_combination m ^ 2 * L * h
  -- closed form of the gap, expanding the energy around the stationary point
  have hform : ∀ i : ℕ, energy A b (zigzag xs u v m L i) - energy A b xs
      = (rate m L ^ i) ^ 2 * (m * L * (L + m) / 2) := by
    intro i
    have hs2 : (-1 : ℝ) ^ i * (-1 : ℝ) ^ i = 1 := by rw [← mul_pow]; norm_num
    have hline : zigzag xs u v m L i
        = xs - (-(rate m L ^ i)) • (L • u + ((-1 : ℝ) ^ i * m) • v) := by
      simp only [zigzag, neg_smul, sub_neg_eq_add]
    rw [hline, energy_along_line hA, hg0, dotProduct_zero, hq _ hs2]
    ring
  rw [(hz j).2, (hz (j + 1)).2, hform j, hform (j + 1)]
  constructor
  · exact mul_pos (pow_pos (pow_pos hr j) 2) (by positivity)
  · ring
```

The word "sharp" in the name of the last theorem refers to the classical bound, by which no start does worse than $\rho^2$ per step when $A$ is positive definite with extreme eigenvalues $m$ and $L$. The theorems here exhibit a start with exactly that rate; the bound over all starts is a separate statement and is not derived.

## The matrix diag(1, k)

The hypotheses on $A$, $u$ and $v$ are checked entry by entry, and the general theorem is then specialised to $x^* = b = 0$.

```lean
/-- `diag(1, k)` is symmetric with unit eigenvectors `(1,0)` and `(0,1)` for the eigenvalues
`1` and `k`. -/
theorem diagOneK_witness (k : ℝ) :
    (diagOneK k).IsSymm ∧ IsUnitEigvec (diagOneK k) 1 ![1, 0] ∧
      IsUnitEigvec (diagOneK k) k ![0, 1] := by
  refine ⟨?_, ⟨?_, ?_⟩, ⟨?_, ?_⟩⟩
  · show (diagOneK k)ᵀ = diagOneK k
    ext i j
    fin_cases i <;> fin_cases j <;> rfl
  · ext i
    fin_cases i <;> simp [diagOneK, Matrix.mulVec, dotProduct, Fin.sum_univ_two]
  · simp [dotProduct, Fin.sum_univ_two]
  · ext i
    fin_cases i <;> simp [diagOneK, Matrix.mulVec, dotProduct, Fin.sum_univ_two]
  · simp [dotProduct, Fin.sum_univ_two]

/-- For `A = diag(1, k)`, `k > 1`, `b = 0` and start `(k, 1)`, the exact-line-search runs are
exactly those with every step `2/(k + 1)` and `x_j = ((k-1)/(k+1))^j (k, (-1)^j)`. -/
theorem sharp_zigzag_diag {k : ℝ} (hk : 1 < k) (x : ℕ → Fin 2 → ℝ) (α : ℕ → ℝ)
    (h0 : x 0 = ![k, 1]) :
    IsSteepestDescent (diagOneK k) 0 x α ↔
      ∀ j, α j = 2 / (k + 1) ∧ x j = ((k - 1) / (k + 1)) ^ j • ![k, (-1 : ℝ) ^ j] := by
  obtain ⟨hA, hu, hv⟩ := diagOneK_witness k
  have hstart : x 0 = (0 : Fin 2 → ℝ) + (k • ![(1 : ℝ), 0] + (1 : ℝ) • ![(0 : ℝ), 1]) := by
    rw [h0]
    ext i
    fin_cases i <;> simp
  have h := steepestDescent_iff_zigzag (xs := 0) (b := 0) hA (Matrix.mulVec_zero _) hu hv
    one_pos hk x α hstart
  have hz : ∀ j : ℕ, zigzag (0 : Fin 2 → ℝ) ![1, 0] ![0, 1] 1 k j
      = ((k - 1) / (k + 1)) ^ j • ![k, (-1 : ℝ) ^ j] := by
    intro j
    have e : k • ![(1 : ℝ), 0] + ((-1 : ℝ) ^ j * 1) • ![(0 : ℝ), 1] = ![k, (-1 : ℝ) ^ j] := by
      ext i
      fin_cases i <;> simp
    unfold zigzag rate
    rw [e, zero_add]
  rw [h]
  apply forall_congr'
  intro j
  rw [hz j]

end

end SteepestDescentZigzag
```

```lean
#print axioms SteepestDescentZigzag.grad_orthogonal_after_exactStep
#print axioms SteepestDescentZigzag.steepestDescent_iff_zigzag
#print axioms SteepestDescentZigzag.energy_gap_ratio
#print axioms SteepestDescentZigzag.sharp_zigzag_diag
```

```
'SteepestDescentZigzag.grad_orthogonal_after_exactStep' depends on axioms: [propext, Classical.choice, Quot.sound]
'SteepestDescentZigzag.steepestDescent_iff_zigzag' depends on axioms: [propext, Classical.choice, Quot.sound]
'SteepestDescentZigzag.energy_gap_ratio' depends on axioms: [propext, Classical.choice, Quot.sound]
'SteepestDescentZigzag.sharp_zigzag_diag' depends on axioms: [propext, Classical.choice, Quot.sound]
```
